# In a stable Frenkel aggregate with equal site energies, the Tamm–Dancoff shift is at most $2j_k^2/D$

## Site energy, coupling and the two matrices

Consider $N$ sites, each with one transition of energy $D$. A real symmetric matrix $J$ couples the transitions, and its eigenvalues, counted with multiplicity, are $j_k$. Coupling between different sites gives $J$ a zero diagonal, but the theorems do not need this. In Lean the sites form a finite type `n`, the symmetry of $J$ is `hJ : J.IsHermitian`, and $j_k$ is `hJ.eigenvalues k`. All energies share one unit.

```lean
import Mathlib

open Matrix Polynomial

namespace FrenkelExciton

noncomputable section

variable {n : Type*} [Fintype n] [DecidableEq n]
```

The Heitler–London, or Tamm–Dancoff, matrix keeps only excitations: $A = D\,1 + J$.

```lean
/-- The Heitler-London (Tamm-Dancoff) matrix: site energy `D` plus excitonic coupling `J`. -/
def heitlerLondon (D : ℝ) (J : Matrix n n ℝ) : Matrix n n ℝ := D • 1 + J
```

The full matrix also couples excitations to de-excitations, through the same $J$:
$$M=\begin{pmatrix}A & J\\ -J & -A\end{pmatrix}.$$
This has the Bethe–Salpeter (Casida) block form with $B=J$. Equal site energies and $A-B=D\,1$ are assumptions of the model; charge-transfer states and site overlap are absent. The index type `n ⊕ n` holds the two kinds of amplitude.

```lean
/-- The full exciton matrix, in which `J` also couples excitations to de-excitations. -/
def fullExciton (D : ℝ) (J : Matrix n n ℝ) : Matrix (n ⊕ n) (n ⊕ n) ℝ :=
  fromBlocks (heitlerLondon D J) J (-J) (-heitlerLondon D J)
```

For a coupling eigenvalue $j$, define $\Omega=\sqrt{D^2+2Dj}$. Lean's real square root returns $0$ for a negative argument, so this is the physical energy only when $D^2+2Dj\ge 0$.

```lean
/-- The exciton energy `√(D² + 2Dj)` for a coupling eigenvalue `j`, meant for
`D² + 2Dj ≥ 0`. -/
def excitonEnergy (D j : ℝ) : ℝ := √(D ^ 2 + 2 * D * j)
```

## From $2N$ dimensions to $N$

For real $s$ and $c\neq0$, the characteristic polynomial of $J$ at $s/c$ gives
$$\det(s-cJ)=c^N\prod_k\left(\frac{s}{c}-j_k\right)=\prod_k(s-c\,j_k).$$
For $c=0$ both sides are $s^N$.

```lean
/-- The determinant of `s - cJ` is the product of `s - c j_k` over the eigenvalues of `J`. -/
theorem det_smul_one_sub {J : Matrix n n ℝ} (hJ : J.IsHermitian) (s c : ℝ) :
    (s • (1 : Matrix n n ℝ) - c • J).det = ∏ k, (s - c * hJ.eigenvalues k) := by
  by_cases hc : c = 0
  · subst hc
    simp
  · have hcs : c * (s / c) = s := by field_simp
    -- evaluate the characteristic polynomial of J at s / c
    have h := congrArg (Polynomial.eval (s / c)) hJ.charpoly_eq
    rw [Matrix.eval_charpoly, Polynomial.eval_prod] at h
    simp only [eval_sub, eval_X, eval_C, RCLike.ofReal_real_eq_id, id_eq] at h
    have hs : Matrix.scalar n (s / c) = (s / c) • (1 : Matrix n n ℝ) := by
      ext i j
      simp [Matrix.scalar_apply, Matrix.diagonal_apply, Matrix.one_apply]
    rw [hs] at h
    have e : s • (1 : Matrix n n ℝ) - c • J = c • ((s / c) • (1 : Matrix n n ℝ) - J) := by
      rw [smul_sub, smul_smul, hcs]
    rw [e, Matrix.det_smul, h, ← Finset.card_univ, ← Finset.prod_const,
      ← Finset.prod_mul_distrib]
    refine Finset.prod_congr rfl fun i _ => ?_
    rw [mul_sub, hcs]
```

Now take the secular matrix $x-M$. Add the second block row to the first, then subtract the first block column from the second:
$$\begin{pmatrix}x-A&-J\\J&x+A\end{pmatrix}\to\begin{pmatrix}x-D&x+D\\J&x+D+J\end{pmatrix}\to\begin{pmatrix}x-D&2D\\J&x+D\end{pmatrix}.$$
Neither step changes the determinant. Multiplying on the right by $\begin{pmatrix}x+D&0\\-J&1\end{pmatrix}$ clears the lower left block, so
$$\det(x-M)\,(x+D)^N=\det(x^2-D^2-2DJ)\,(x+D)^N.$$
For $x\ne-D$ the common factor cancels. The equation `key` records the three multiplications, and `module` checks each block.

```lean
/-- Away from `x = -D`, the secular determinant of the full exciton matrix reduces to one of
half the dimension. -/
theorem det_sub_fullExciton (J : Matrix n n ℝ) {D x : ℝ} (hx : x + D ≠ 0) :
    (Matrix.scalar (n ⊕ n) x - fullExciton D J).det
      = ((x ^ 2 - D ^ 2) • (1 : Matrix n n ℝ) - (2 * D) • J).det := by
  have hs : Matrix.scalar (n ⊕ n) x
      = fromBlocks (x • (1 : Matrix n n ℝ)) 0 0 (x • (1 : Matrix n n ℝ)) := by
    ext (i | i) (j | j) <;>
      simp [Matrix.scalar_apply, Matrix.diagonal_apply, Matrix.one_apply]
  have hN : Matrix.scalar (n ⊕ n) x - fullExciton D J
      = fromBlocks (x • 1 - (D • 1 + J)) (-J) J (x • 1 + (D • 1 + J)) := by
    rw [hs, fullExciton, heitlerLondon, sub_eq_add_neg, Matrix.fromBlocks_neg,
      Matrix.fromBlocks_add, Matrix.fromBlocks_inj]
    refine ⟨?_, ?_, ?_, ?_⟩ <;> module
  -- add the rows, subtract the columns, then eliminate the lower left block
  have key : fromBlocks (1 : Matrix n n ℝ) (1 : Matrix n n ℝ) 0 (1 : Matrix n n ℝ)
        * fromBlocks (x • 1 - (D • 1 + J)) (-J) J (x • 1 + (D • 1 + J))
        * fromBlocks (1 : Matrix n n ℝ) (-1 : Matrix n n ℝ) 0 (1 : Matrix n n ℝ)
        * fromBlocks ((x + D) • (1 : Matrix n n ℝ)) 0 (-J) (1 : Matrix n n ℝ)
      = fromBlocks ((x ^ 2 - D ^ 2) • (1 : Matrix n n ℝ) - (2 * D) • J)
          ((2 * D) • (1 : Matrix n n ℝ)) 0 ((x + D) • (1 : Matrix n n ℝ)) := by
    simp only [Matrix.fromBlocks_multiply]
    rw [Matrix.fromBlocks_inj]
    refine ⟨?_, ?_, ?_, ?_⟩ <;>
      simp only [Matrix.mul_add, Matrix.add_mul, Matrix.mul_sub, Matrix.sub_mul,
        Matrix.smul_mul, Matrix.mul_smul, Matrix.one_mul, Matrix.mul_one, Matrix.mul_neg,
        Matrix.neg_mul, Matrix.zero_mul, Matrix.mul_zero] <;>
      module
  have h := congrArg Matrix.det key
  simp only [Matrix.det_mul, Matrix.det_fromBlocks_zero₂₁, Matrix.det_fromBlocks_zero₁₂,
    Matrix.det_one, one_mul, mul_one] at h
  have hb : ((x + D) • (1 : Matrix n n ℝ)).det ≠ 0 := by
    rw [Matrix.det_smul, Matrix.det_one, mul_one]
    exact pow_ne_zero _ hx
  rw [hN]
  exact mul_right_cancel₀ hb h
```

Setting $s=x^2-D^2$ and $c=2D$ in the product formula gives
$$\det(x-M)=\prod_k(x^2-D^2-2Dj_k).$$
Both sides are polynomials that agree at infinitely many points, hence also at $x=-D$. This holds for every real $D$.

```lean
/-- The characteristic polynomial of the full exciton matrix is the product of
`x² - (D² + 2D j_k)` over the eigenvalues `j_k` of the coupling. -/
theorem charpoly_fullExciton {J : Matrix n n ℝ} (hJ : J.IsHermitian) (D : ℝ) :
    (fullExciton D J).charpoly
      = ∏ k, (X ^ 2 - C (D ^ 2 + 2 * D * hJ.eigenvalues k)) := by
  apply Polynomial.eq_of_infinite_eval_eq
  -- the two sides agree at every x other than -D
  refine (Set.finite_singleton (-D)).infinite_compl.mono fun x hx => ?_
  have hx' : x + D ≠ 0 := fun h => hx (Set.mem_singleton_iff.mpr (by linarith))
  change Polynomial.eval x _ = Polynomial.eval x _
  rw [Matrix.eval_charpoly, det_sub_fullExciton J hx', det_smul_one_sub hJ,
    Polynomial.eval_prod]
  refine Finset.prod_congr rfl fun k _ => ?_
  simp only [eval_sub, eval_pow, eval_X, eval_C]
  ring
```

With $s=x-D$ and $c=1$, the same formula gives $\det(x-A)=\prod_k(x-D-j_k)$. The Tamm–Dancoff energies are therefore $D+j_k$.

```lean
/-- The characteristic polynomial of the Heitler-London matrix has the roots `D + j_k`. -/
theorem charpoly_heitlerLondon {J : Matrix n n ℝ} (hJ : J.IsHermitian) (D : ℝ) :
    (heitlerLondon D J).charpoly = ∏ k, (X - C (D + hJ.eigenvalues k)) := by
  apply Polynomial.funext
  intro x
  have hs : Matrix.scalar n x - heitlerLondon D J
      = (x - D) • (1 : Matrix n n ℝ) - (1 : ℝ) • J := by
    have h1 : Matrix.scalar n x = x • (1 : Matrix n n ℝ) := by
      ext i j
      simp [Matrix.scalar_apply, Matrix.diagonal_apply, Matrix.one_apply]
    rw [h1, heitlerLondon]
    module
  rw [Matrix.eval_charpoly, hs, det_smul_one_sub hJ, Polynomial.eval_prod]
  refine Finset.prod_congr rfl fun k _ => ?_
  simp only [eval_sub, eval_X, eval_C]
  ring
```

## The size of the shift

Assume $D>0$ and $D+2j\ge0$. The second condition says that this mode of $A+B=D\,1+2J$ is not unstable. Then $D^2+2Dj=D(D+2j)\ge0$, and squaring $\Omega$ recovers it.

```lean
/-- In the stable regime the squared exciton energy is `D² + 2Dj`. -/
theorem excitonEnergy_sq {D j : ℝ} (hD : 0 < D) (hj : 0 ≤ D + 2 * j) :
    excitonEnergy D j ^ 2 = D ^ 2 + 2 * D * j :=
  Real.sq_sqrt (by nlinarith [mul_nonneg hD.le hj])
```

Let $\delta=D+j-\Omega$. Since $(D+j)^2-\Omega^2=j^2\ge0$ and $D+j\ge D/2>0$, we have $\delta\ge0$. Also $\delta(D+j+\Omega)=j^2$, so
$$2j^2-D\delta=\delta\,(D+2j+2\Omega)\ge0,$$
which is the upper bound. The final `nlinarith` receives exactly this non-negative product.

```lean
/-- In the stable regime, the Heitler-London energy minus the exciton energy lies between `0` and
`2j²/D`. -/
theorem shift_bounds {D j : ℝ} (hD : 0 < D) (hj : 0 ≤ D + 2 * j) :
    0 ≤ D + j - excitonEnergy D j ∧ D + j - excitonEnergy D j ≤ 2 * j ^ 2 / D := by
  have hw := excitonEnergy_sq hD hj
  have hw0 : 0 ≤ excitonEnergy D j := Real.sqrt_nonneg _
  have hg : 0 ≤ D + j - excitonEnergy D j :=
    sub_nonneg.mpr (Real.sqrt_le_iff.mpr ⟨by linarith, by nlinarith [sq_nonneg j]⟩)
  refine ⟨hg, ?_⟩
  -- uses (D + j - Ω)(D + j + Ω) = j²
  rw [le_div_iff₀ hD]
  have hs : 0 ≤ D + 2 * j + 2 * excitonEnergy D j := by linarith
  nlinarith [mul_nonneg hg hs]
```

Applied to every $k$, this gives the combined statement: $M$ has eigenvalues $\pm\Omega_k$, with $\Omega_k=\sqrt{D^2+2Dj_k}$, and $0\le D+j_k-\Omega_k\le 2j_k^2/D$. It bounds the error of the Tamm–Dancoff approximation in each exciton energy, measured against the full matrix $M$ and not against an exact many-body solution for the coupled sites.

```lean
/-- For a stable aggregate the full exciton matrix has the eigenvalue pairs `±√(D² + 2D j_k)`, and
each Heitler-London energy `D + j_k` exceeds the non-negative one by between `0` and `2 j_k²/D`. -/
theorem exciton_spectrum_and_shift {J : Matrix n n ℝ} (hJ : J.IsHermitian) {D : ℝ}
    (hD : 0 < D) (hj : ∀ k, 0 ≤ D + 2 * hJ.eigenvalues k) :
    (fullExciton D J).charpoly
        = ∏ k, ((X - C (excitonEnergy D (hJ.eigenvalues k)))
            * (X + C (excitonEnergy D (hJ.eigenvalues k)))) ∧
      ∀ k, 0 ≤ D + hJ.eigenvalues k - excitonEnergy D (hJ.eigenvalues k) ∧
        D + hJ.eigenvalues k - excitonEnergy D (hJ.eigenvalues k)
          ≤ 2 * hJ.eigenvalues k ^ 2 / D := by
  refine ⟨?_, fun k => shift_bounds hD (hj k)⟩
  rw [charpoly_fullExciton hJ]
  refine Finset.prod_congr rfl fun k _ => ?_
  rw [← excitonEnergy_sq hD (hj k), Polynomial.C_pow]
  ring
```

Stability matters. For two sites with $D=1$ and mutual coupling $2$, an extreme value chosen for illustration, the eigenvalues of $J$ are $\pm2$ and the characteristic polynomial of $M$ is $(x^2-5)(x^2+3)$. The second factor, from $j=-2$, has no real root. Lean's $\Omega$ is then $0$, and $D+j-\Omega=-1$ violates the lower bound.

Equality in the upper bound requires $\delta=0$, hence $j=0$, or $D+2j+2\Omega=0$, hence $D+2j=0$. Conversely, $j=0$ gives $0$ on both sides, and $j=-D/2$ gives $D/2$ on both.

```lean
/-- In the stable regime, the upper bound `2j²/D` is attained exactly at `j = 0` and at `D + 2j =
0`. -/
theorem shift_eq_upper_iff {D j : ℝ} (hD : 0 < D) (hj : 0 ≤ D + 2 * j) :
    D + j - excitonEnergy D j = 2 * j ^ 2 / D ↔ j = 0 ∨ D + 2 * j = 0 := by
  have hw := excitonEnergy_sq hD hj
  have hw0 : 0 ≤ excitonEnergy D j := Real.sqrt_nonneg _
  rw [eq_div_iff hD.ne']
  constructor
  · intro h
    have h0 : (D + j - excitonEnergy D j) * (D + 2 * j + 2 * excitonEnergy D j) = 0 := by
      linear_combination -h - 2 * hw
    rcases mul_eq_zero.mp h0 with h1 | h1
    · left
      have h2 : j ^ 2 = 0 := by
        linear_combination (D + j + excitonEnergy D j) * h1 + hw
      exact (pow_eq_zero_iff two_ne_zero).mp h2
    · right
      linarith
  · rintro (h | h)
    · have h1 : excitonEnergy D j = D := by
        simp [excitonEnergy, h, Real.sqrt_sq hD.le]
      rw [h1, h]
      ring
    · have h1 : excitonEnergy D j = 0 := by
        rw [excitonEnergy, show D ^ 2 + 2 * D * j = 0 by linear_combination D * h,
          Real.sqrt_zero]
      rw [h1]
      linear_combination (D - j) * h
```

The second-order estimate $j^2/(2D)$ is compared through
$$j^2-2D\delta=\delta\,(\Omega+j-D).$$
If $j\ge0$, then $\Omega\ge D$ and the right side is non-negative. If $j\le0$, then $\Omega\le D+j\le D-j$ and it is non-positive.

```lean
/-- In the stable regime, `j²/(2D)` bounds the Heitler-London shift from above for `j ≥ 0` and from
below for `j ≤ 0`. -/
theorem shift_second_order {D j : ℝ} (hD : 0 < D) (hj : 0 ≤ D + 2 * j) :
    (0 ≤ j → D + j - excitonEnergy D j ≤ j ^ 2 / (2 * D)) ∧
      (j ≤ 0 → j ^ 2 / (2 * D) ≤ D + j - excitonEnergy D j) := by
  have hw := excitonEnergy_sq hD hj
  have hg := (shift_bounds hD hj).1
  have h2D : 0 < 2 * D := by linarith
  constructor
  · intro h
    have hDw : D ≤ excitonEnergy D j :=
      (Real.le_sqrt' hD).mpr (by nlinarith [mul_nonneg hD.le h])
    have hs : 0 ≤ excitonEnergy D j + j - D := by linarith
    rw [le_div_iff₀ h2D]
    nlinarith [mul_nonneg hg hs]
  · intro h
    have hs : 0 ≤ D - j - excitonEnergy D j := by linarith
    rw [div_le_iff₀ h2D]
    nlinarith [mul_nonneg hg hs]
```

## Amplitudes, and one diagonalisation in code

Keep $D>0$ and $D+2j\ge0$, and let $Jv=jv$. The excitation part $(D+\Omega)v$ and de-excitation part $(D-\Omega)v$ solve the full equation, because
$$\begin{aligned}(D+j)(D+\Omega)+j(D-\Omega)&=\Omega(D+\Omega),\\-j(D+\Omega)-(D+j)(D-\Omega)&=\Omega(D-\Omega).\end{aligned}$$
The two `linear_combination` lines check these componentwise. For $\|v\|=1$ and $\Omega>0$, dividing both parts by $2\sqrt{D\Omega}$ gives the usual normalisation $\|X\|^2-\|Y\|^2=1$, where $X$ and $Y$ are the scaled excitation and de-excitation parts.

In a program for this model, one symmetric $N\times N$ diagonalisation of $J$ supplies both sets of energies and these amplitudes. For a general real Casida problem with $A-B$ positive definite, a related reduction diagonalises $(A-B)^{1/2}(A+B)(A-B)^{1/2}$ for $\Omega^2$; here that matrix is $D(D\,1+2J)$.

```lean
/-- In the stable regime, if `J v = j v`, the amplitudes `(D + Ω) v` and `(D - Ω) v` solve the full
exciton equation with energy `Ω = √(D² + 2Dj)`. -/
theorem fullExciton_mulVec {J : Matrix n n ℝ} {v : n → ℝ} {D j : ℝ} (hD : 0 < D)
    (hj : 0 ≤ D + 2 * j) (hv : J *ᵥ v = j • v) :
    fullExciton D J *ᵥ Sum.elim ((D + excitonEnergy D j) • v) ((D - excitonEnergy D j) • v)
      = excitonEnergy D j •
        Sum.elim ((D + excitonEnergy D j) • v) ((D - excitonEnergy D j) • v) := by
  have hw := excitonEnergy_sq hD hj
  have hA : heitlerLondon D J *ᵥ v = (D + j) • v := by
    rw [heitlerLondon, Matrix.add_mulVec, Matrix.smul_mulVec, Matrix.one_mulVec, hv, add_smul]
  rw [fullExciton, Matrix.fromBlocks_mulVec]
  ext (i | i) <;>
    simp only [Sum.elim_comp_inl, Sum.elim_comp_inr, Matrix.mulVec_smul, Matrix.neg_mulVec,
      hA, hv, Sum.elim_inl, Sum.elim_inr, Pi.add_apply, Pi.smul_apply, Pi.neg_apply,
      smul_eq_mul]
  · linear_combination -(v i) * hw
  · linear_combination (v i) * hw

end

end FrenkelExciton
```

```lean
#print axioms FrenkelExciton.exciton_spectrum_and_shift
-- 'FrenkelExciton.exciton_spectrum_and_shift' depends on axioms: [propext, Classical.choice, Quot.sound]
#print axioms FrenkelExciton.shift_eq_upper_iff
-- 'FrenkelExciton.shift_eq_upper_iff' depends on axioms: [propext, Classical.choice, Quot.sound]
#print axioms FrenkelExciton.shift_second_order
-- 'FrenkelExciton.shift_second_order' depends on axioms: [propext, Classical.choice, Quot.sound]
#print axioms FrenkelExciton.fullExciton_mulVec
-- 'FrenkelExciton.fullExciton_mulVec' depends on axioms: [propext, Classical.choice, Quot.sound]
```
